# Kinetic matrix elements of plane waves on an interval: three forms that differ by boundary terms

In an LAPW calculation the basis functions are plane waves only in the interstitial region, outside the atomic spheres. Over a full periodic cell, integration by parts moves a derivative from one plane wave to another with the same Bloch vector without leaving a boundary term. The interstitial region has boundaries at the spheres, so the kinetic matrix element there can depend on where the derivatives are placed. An interval $[a,b]$ is the simplest region in which to compute this dependence.

## The boundary terms by hand

Let $\varphi_k(x)=e^{ikx}$ with real $k$, in units where $\hbar^2/2m=1$. For wavenumbers $K$ and $Q$ define the overlap and three kinetic elements:

$$I_{KQ}=\int_a^b\varphi_K^*\varphi_Q\,dx,\qquad G_{KQ}=\int_a^b(\varphi_K')^*\varphi_Q'\,dx,$$

$$L_{KQ}=-\int_a^b\varphi_K^*\varphi_Q''\,dx,\qquad S_{KQ}=\tfrac12\left(L_{KQ}+L_{QK}^*\right).$$

Since $\varphi_k'=ik\varphi_k$ and $\varphi_k''=-k^2\varphi_k$, the first two kinetic elements are

$$G_{KQ}=(-iK)(iQ)I_{KQ}=KQ\,I_{KQ},\qquad L_{KQ}=Q^2I_{KQ}.$$

Because $I_{QK}^*=I_{KQ}$, we also have $L_{QK}^*=K^2I_{KQ}$, and therefore $S_{KQ}=\tfrac12(K^2+Q^2)I_{KQ}$.

The integrand of $I_{KQ}$ is $e^{i(Q-K)x}$, whose derivative is $i(Q-K)e^{i(Q-K)x}$. Integrating this derivative gives

$$i(Q-K)I_{KQ}=B_{KQ},\qquad B_{KQ}=e^{i(Q-K)b}-e^{i(Q-K)a}.$$

For $Q=K$ both sides are zero. The differences follow:

$$G_{KQ}-L_{KQ}=-Q(Q-K)I_{KQ}=iQ\,B_{KQ},$$

$$S_{KQ}-G_{KQ}=\tfrac12(Q-K)^2I_{KQ}=-\tfrac{i}{2}(Q-K)B_{KQ}.$$

For electronic structure the interval is a one-dimensional model of the interstitial region, without the functions inside the spheres and without a potential. In this model the kinetic matrix can depend on which form is chosen.

## Plane waves and matrix elements as integrals

```lean
import Mathlib

open ComplexConjugate

namespace InterstitialKineticForms

noncomputable section
```

The wavenumber and position are real, and the values are complex.

```lean
/-- The plane wave `exp(ikx)` with real wavenumber `k`. -/
def planeWave (k x : ℝ) : ℂ := Complex.exp (Complex.I * k * x)
```

The overlap and the kinetic elements are defined as integrals, so their closed forms have to be proved. The first wavenumber always belongs to the conjugated function.

```lean
/-- The overlap of the plane waves `K` and `Q` on the interval from `a` to `b`. -/
def overlap (a b K Q : ℝ) : ℂ :=
  ∫ x in a..b, conj (planeWave K x) * planeWave Q x

/-- The kinetic matrix element in gradient form, in units where `ħ²/2m = 1`. -/
def gradientForm (a b K Q : ℝ) : ℂ :=
  ∫ x in a..b, conj (deriv (planeWave K) x) * deriv (planeWave Q) x

/-- The kinetic matrix element with minus the second derivative acting on the right function. -/
def laplacianForm (a b K Q : ℝ) : ℂ :=
  -∫ x in a..b, conj (planeWave K x) * deriv (deriv (planeWave Q)) x

/-- The Hermitian average of the Laplacian matrix elements. -/
def symmetrizedForm (a b K Q : ℝ) : ℂ :=
  (laplacianForm a b K Q + conj (laplacianForm a b Q K)) / 2

/-- The boundary term: `exp(i(Q-K)x)` at `b` minus its value at `a`. -/
def boundaryTerm (a b K Q : ℝ) : ℂ := planeWave (Q - K) b - planeWave (Q - K) a
```

These are $I_{KQ}$, $G_{KQ}$, $L_{KQ}$, $S_{KQ}$ and $B_{KQ}$. The integral `∫ x in a..b` is oriented and changes sign when its endpoints are exchanged, so the theorems need no assumption $a<b$. The waves are not normalised: the diagonal overlap is $b-a$. For $a<b$, normalised waves have all these matrix elements, and $B_{KQ}$, divided by $b-a$.

## Derivatives and the overlap

The chain rule gives $\varphi_k'=ik\varphi_k$, and a second application gives $\varphi_k''$.

```lean
/-- The derivative of a plane wave is `ik` times the plane wave. -/
theorem hasDerivAt_planeWave (k x : ℝ) :
    HasDerivAt (planeWave k) (Complex.I * k * planeWave k x) x := by
  have h : HasDerivAt (fun y : ℝ => Complex.I * k * (y : ℂ)) (Complex.I * k) x := by
    simpa using (hasDerivAt_id x).ofReal_comp.const_mul (Complex.I * (k : ℂ))
  exact h.cexp.congr_deriv (mul_comm _ _)

private lemma deriv_planeWave (k : ℝ) :
    deriv (planeWave k) = fun x => Complex.I * k * planeWave k x :=
  funext fun x => (hasDerivAt_planeWave k x).deriv

private lemma deriv_deriv_planeWave (k x : ℝ) :
    deriv (deriv (planeWave k)) x = Complex.I * k * (Complex.I * k * planeWave k x) := by
  rw [deriv_planeWave]
  exact ((hasDerivAt_planeWave k x).const_mul (Complex.I * (k : ℂ))).deriv
```

Differentiability implies continuity, which later supplies integrability. The next two lemmas record this and the symmetry $I_{KQ}^*=I_{QK}$.

```lean
private lemma continuous_planeWave (k : ℝ) : Continuous (planeWave k) :=
  continuous_iff_continuousAt.2 fun x => (hasDerivAt_planeWave k x).continuousAt

private lemma conj_overlap (a b K Q : ℝ) : conj (overlap a b K Q) = overlap a b Q K := by
  unfold overlap
  simp only [intervalIntegral, map_sub, ← integral_conj, map_mul, Complex.conj_conj, mul_comm]
```

The following theorem has two parts: the overlap is the integral of $e^{i(Q-K)x}$, and $i(Q-K)I_{KQ}=B_{KQ}$. The first combines the exponents under the integral. The second applies the fundamental theorem of calculus, `integral_eq_sub_of_hasDerivAt`, to the plane wave of wavenumber $Q-K$.

```lean
/-- The overlap is the integral of `exp(i(Q-K)x)`, and `i(Q-K)` times it is the
boundary term. -/
theorem overlap_boundary (a b K Q : ℝ) :
    overlap a b K Q = ∫ x in a..b, planeWave (Q - K) x ∧
    Complex.I * (Q - K) * overlap a b K Q = boundaryTerm a b K Q := by
  have h : overlap a b K Q = ∫ x in a..b, planeWave (Q - K) x := by
    refine intervalIntegral.integral_congr fun x _ => ?_
    simp only [planeWave]
    rw [← Complex.exp_conj, ← Complex.exp_add]
    congr 1
    simp only [map_mul, Complex.conj_I, Complex.conj_ofReal]
    push_cast
    ring
  refine ⟨h, ?_⟩
  -- the fundamental theorem of calculus for the plane wave Q - K
  have hF := intervalIntegral.integral_eq_sub_of_hasDerivAt (a := a) (b := b)
    (fun x _ => hasDerivAt_planeWave (Q - K) x)
    ((continuous_const.mul (continuous_planeWave (Q - K))).intervalIntegrable a b)
  rw [intervalIntegral.integral_const_mul, ← h, Complex.ofReal_sub] at hF
  exact hF
```

## The three forms and their differences

Each kinetic element is now reduced to a multiple of the overlap. The integrands are compared point by point, with `Complex.I_sq` supplying $i^2=-1$. The symmetrized case uses the Laplacian result twice, together with `conj_overlap`.

```lean
/-- The gradient, Laplacian and symmetrized elements are the overlap times
`KQ`, `Q²` and `(K²+Q²)/2`. -/
theorem forms_eq_overlap (a b K Q : ℝ) :
    gradientForm a b K Q = K * Q * overlap a b K Q ∧
    laplacianForm a b K Q = Q ^ 2 * overlap a b K Q ∧
    symmetrizedForm a b K Q = (K ^ 2 + Q ^ 2) / 2 * overlap a b K Q := by
  have hL : ∀ K Q : ℝ, laplacianForm a b K Q = Q ^ 2 * overlap a b K Q := by
    intro K Q
    unfold laplacianForm overlap
    rw [← intervalIntegral.integral_neg, ← intervalIntegral.integral_const_mul]
    refine intervalIntegral.integral_congr fun x _ => ?_
    simp only [deriv_deriv_planeWave]
    linear_combination (-(Q : ℂ) ^ 2 * conj (planeWave K x) * planeWave Q x) * Complex.I_sq
  refine ⟨?_, hL K Q, ?_⟩
  · unfold gradientForm overlap
    rw [← intervalIntegral.integral_const_mul]
    refine intervalIntegral.integral_congr fun x _ => ?_
    simp only [deriv_planeWave, map_mul, Complex.conj_I, Complex.conj_ofReal]
    linear_combination (-(K : ℂ) * Q * conj (planeWave K x) * planeWave Q x) * Complex.I_sq
  · unfold symmetrizedForm
    rw [hL, hL]
    simp only [map_mul, map_pow, Complex.conj_ofReal, conj_overlap]
    ring
```

The main theorem states the two differences derived above. Its proof substitutes the closed forms, replaces $B_{KQ}$ by $i(Q-K)I_{KQ}$, and leaves algebra for `linear_combination`.

```lean
/-- The gradient and Laplacian elements differ by `iQB`, and the symmetrized and gradient
elements by `-i(Q-K)B/2`, where `B` is the boundary term. -/
theorem kinetic_forms_differ_by_boundary (a b K Q : ℝ) :
    gradientForm a b K Q - laplacianForm a b K Q
      = Complex.I * Q * boundaryTerm a b K Q ∧
    symmetrizedForm a b K Q - gradientForm a b K Q
      = -Complex.I * (Q - K) * boundaryTerm a b K Q / 2 := by
  obtain ⟨hG, hL, hS⟩ := forms_eq_overlap a b K Q
  rw [hG, hL, hS, ← (overlap_boundary a b K Q).2]
  constructor
  · linear_combination (-(Q : ℂ) * (Q - K) * overlap a b K Q) * Complex.I_sq
  · linear_combination (((Q : ℂ) - K) ^ 2 * overlap a b K Q / 2) * Complex.I_sq
```

## When the gradient and Laplacian elements agree

The boundary term vanishes when $e^{i(Q-K)b}=e^{i(Q-K)a}$, that is, when the two exponents differ by an integer multiple of $2\pi i$. Dividing by $i$ gives the condition on $(Q-K)(b-a)$.

```lean
/-- The boundary term vanishes exactly when `(Q-K)(b-a)` is an integer multiple of `2π`. -/
theorem boundaryTerm_eq_zero_iff (a b K Q : ℝ) :
    boundaryTerm a b K Q = 0 ↔ ∃ n : ℤ, (Q - K) * (b - a) = 2 * Real.pi * n := by
  unfold boundaryTerm planeWave
  rw [sub_eq_zero, Complex.exp_eq_exp_iff_exists_int]
  refine exists_congr fun n => ⟨fun h => ?_, fun h => ?_⟩
  · have h' : ((Q - K : ℝ) : ℂ) * (b - a) = 2 * Real.pi * n :=
      mul_left_cancel₀ Complex.I_ne_zero (by linear_combination h)
    exact_mod_cast h'
  · have h' : ((Q - K : ℝ) : ℂ) * (b - a) = 2 * Real.pi * n := by exact_mod_cast h
    linear_combination Complex.I * h'
```

Since $G_{KQ}-L_{KQ}=iQB_{KQ}$, for $Q\neq0$ the two elements agree exactly under that condition.

```lean
/-- For `Q ≠ 0` the gradient and Laplacian elements agree exactly when `(Q-K)(b-a)` is an
integer multiple of `2π`. -/
theorem gradient_eq_laplacian_iff (a b K Q : ℝ) (hQ : Q ≠ 0) :
    gradientForm a b K Q = laplacianForm a b K Q ↔
      ∃ n : ℤ, (Q - K) * (b - a) = 2 * Real.pi * n := by
  rw [← boundaryTerm_eq_zero_iff a b K Q, ← sub_eq_zero,
    (kinetic_forms_differ_by_boundary a b K Q).1]
  simp [hQ]
```

The equivalence fails without $Q\neq0$. Take $Q=0$, $K=1$ and $[a,b]=[0,1]$. Both elements are zero because $\varphi_0$ is constant, yet $(Q-K)(b-a)=-1$ is not an integer multiple of $2\pi$.

## The sign of the kinetic energy

For a finite expansion $\psi=\sum_jc_j\varphi_{k_j}$, expanding the squared modulus gives

$$\sum_{i,j}c_i^*\,G_{k_ik_j}\,c_j=\int_a^b|\psi'|^2\,dx.$$

For $a\le b$ the right-hand side is not negative. The theorem states the equality, with $\psi'$ written as the sum of the differentiated plane waves. Its proof expands the integrand into a double sum (`pt`) and exchanges the finite sums with the integral, which continuity permits.

```lean
/-- For a finite plane-wave expansion, the quadratic form of the gradient matrix is the integral of
the squared modulus of the sum of the coefficients times the differentiated plane waves. -/
theorem gradient_energy {n : ℕ} (a b : ℝ) (k : Fin n → ℝ) (c : Fin n → ℂ) :
    ∑ i, ∑ j, conj (c i) * gradientForm a b (k i) (k j) * c j
      = ((∫ x in a..b, ‖∑ j, c j * deriv (planeWave (k j)) x‖ ^ 2 : ℝ) : ℂ) := by
  have hd : ∀ q : ℝ, Continuous (deriv (planeWave q)) := fun q => by
    rw [deriv_planeWave]
    exact continuous_const.mul (continuous_planeWave q)
  have ht : ∀ i j, Continuous fun x => conj (c i) *
      (conj (deriv (planeWave (k i)) x) * deriv (planeWave (k j)) x) * c j := fun i j =>
    (continuous_const.mul ((Complex.continuous_conj.comp (hd _)).mul (hd _))).mul
      continuous_const
  -- expand the squared modulus into a double sum
  have pt : ∀ x, ((‖∑ j, c j * deriv (planeWave (k j)) x‖ ^ 2 : ℝ) : ℂ) =
      ∑ i, ∑ j, conj (c i) *
        (conj (deriv (planeWave (k i)) x) * deriv (planeWave (k j)) x) * c j := fun x => by
    rw [Complex.ofReal_pow, ← Complex.conj_mul', map_sum, Finset.sum_mul_sum]
    refine Finset.sum_congr rfl fun i _ => Finset.sum_congr rfl fun j _ => ?_
    rw [map_mul]
    ring
  rw [← intervalIntegral.integral_ofReal]
  simp_rw [pt]
  rw [intervalIntegral.integral_finsetSum fun i _ =>
    (continuous_finsetSum _ fun j _ => ht i j).intervalIntegrable a b]
  refine Finset.sum_congr rfl fun i _ => ?_
  rw [intervalIntegral.integral_finsetSum fun j _ => (ht i j).intervalIntegrable a b]
  refine Finset.sum_congr rfl fun j _ => ?_
  rw [intervalIntegral.integral_mul_const, intervalIntegral.integral_const_mul]
  rfl
```

The symmetrized matrix behaves differently. For the wavenumbers $0$ and $Q$, its first diagonal element is $S_{00}=0$, and its off-diagonal elements are $\tfrac12Q^2I_{0Q}$ and the complex conjugate of this number. Hence

$$\det S=-\left(\tfrac12Q^2\right)^2|I_{0Q}|^2.$$

If $Q\ne0$ and $Q(b-a)$ is not an integer multiple of $2\pi$, then $B_{0Q}\neq0$. Since $iQI_{0Q}=B_{0Q}$, the overlap is also nonzero and the determinant is negative. A Hermitian $2\times2$ matrix with negative determinant has one negative eigenvalue, so some combination of the two waves has negative symmetrized kinetic energy on the interval.

In the Lean proof, `hov` shows that the overlap is nonzero and `key` computes the determinant. The statement takes the real part because the matrix entries have complex type; `key` shows that the determinant is in fact real.

```lean
/-- The determinant of the symmetrized kinetic matrix of the wavenumbers `0` and `Q ≠ 0` has
negative real part when `Q(b-a)` is not an integer multiple of `2π`. -/
theorem symmetrized_det_neg (a b Q : ℝ) (hQ : Q ≠ 0)
    (h : ¬ ∃ n : ℤ, Q * (b - a) = 2 * Real.pi * n) :
    (!![symmetrizedForm a b 0 0, symmetrizedForm a b 0 Q;
        symmetrizedForm a b Q 0, symmetrizedForm a b Q Q]).det.re < 0 := by
  have hov : overlap a b 0 Q ≠ 0 := fun h0 => by
    have hB := (overlap_boundary a b 0 Q).2
    rw [h0, mul_zero] at hB
    exact h (by simpa only [sub_zero] using (boundaryTerm_eq_zero_iff a b 0 Q).1 hB.symm)
  -- the first diagonal entry vanishes, so only the off-diagonal product remains
  have key : (!![symmetrizedForm a b 0 0, symmetrizedForm a b 0 Q;
      symmetrizedForm a b Q 0, symmetrizedForm a b Q Q]).det
      = ((-((Q ^ 2 / 2) ^ 2 * Complex.normSq (overlap a b 0 Q)) : ℝ) : ℂ) := by
    rw [Matrix.det_fin_two_of, (forms_eq_overlap a b 0 0).2.2, (forms_eq_overlap a b 0 Q).2.2,
      (forms_eq_overlap a b Q 0).2.2, (forms_eq_overlap a b Q Q).2.2, ← conj_overlap a b 0 Q]
    push_cast
    linear_combination (-((Q : ℂ) ^ 2 / 2) ^ 2) * Complex.mul_conj (overlap a b 0 Q)
  rw [key, Complex.ofReal_re]
  have hN := Complex.normSq_pos.2 hov
  have hpos : 0 < (Q ^ 2 / 2) ^ 2 := by positivity
  linarith [mul_pos hpos hN]

end

end InterstitialKineticForms
```

```lean
#print axioms InterstitialKineticForms.kinetic_forms_differ_by_boundary
#print axioms InterstitialKineticForms.gradient_eq_laplacian_iff
#print axioms InterstitialKineticForms.gradient_energy
#print axioms InterstitialKineticForms.symmetrized_det_neg
```

```
'InterstitialKineticForms.kinetic_forms_differ_by_boundary' depends on axioms: [propext, Classical.choice, Quot.sound]
'InterstitialKineticForms.gradient_eq_laplacian_iff' depends on axioms: [propext, Classical.choice, Quot.sound]
'InterstitialKineticForms.gradient_energy' depends on axioms: [propext, Classical.choice, Quot.sound]
'InterstitialKineticForms.symmetrized_det_neg' depends on axioms: [propext, Classical.choice, Quot.sound]
```
